# Exchanging neighbouring basis vectors when the second's projected squared length is below 3/4 of the first's lowers one Gram determinant by more than a quarter and keeps the others

## One length shrinks, but another grows

I have a two-dimensional periodic simulation cell with edge vectors (4, 0) and (1, 1), and I want a less skewed description of the same lattice. The Lenstra–Lenstra–Lovász (LLL) method tells me to exchange them, because the second has squared length 2, well below 3/4 of 16. The first vector is then much shorter. But the part of the second vector perpendicular to the first has grown: its squared length was 1 and is now 8. With more vectors, the same trade happens somewhere in the middle of the list. In what sense is such an exchange progress, and could a later step quietly undo it?

## The determinants that record the gain

The gain is recorded by the squared volumes spanned by the first one, two, three, … vectors. An exchange changes exactly one of them, and multiplies it by less than 3/4. The other operation of the method, adding multiples of earlier vectors to later ones, changes none of them.

Let a_0, …, a_(n−1) be linearly independent. Write G_j for the matrix of inner products of the first j vectors and D_j for its determinant, with D_0 = 1. Write π_k(x) for what remains of x after its orthogonal projection onto the span of a_0, …, a_(k−1) is subtracted. The vectors to be exchanged are a_k and a_(k+1), with k + 1 < n, and the condition is

‖π_k(a_(k+1))‖² < (3/4) ‖π_k(a_k)‖².

**Adding one vector.** Put r = π_j(a_j). Then a_j = Σ_(i<j) c_i a_i + r for some coefficients c_i, and r is orthogonal to all earlier vectors. Taking inner products gives

⟨a_j, a_l⟩ = Σ_(i<j) c_i ⟨a_i, a_l⟩ for l < j,

⟨a_j, a_j⟩ = Σ_(i<j) c_i ⟨a_i, a_j⟩ + ‖r‖².

Let c be the row of coefficients and v the column with entries ⟨a_i, a_j⟩. With a semicolon between block rows, the two equations say

G_(j+1) = [ 1, 0 ; c, 1 ] · [ G_j, v ; 0, ‖r‖² ].

Both factors are block triangular, so

D_(j+1) = D_j ‖π_j(a_j)‖².

Independence makes each of these residual vectors nonzero. Starting from D_0 = 1, every D_j with j ≤ n is therefore positive.

**The determinants that stay.** If j ≤ k, neither exchanged vector is among the first j. If j ≥ k + 2, both are, and the exchange permutes the rows and columns of G_j in the same way; the two signs cancel. So D_j is unchanged for every j ≠ k + 1.

**The determinant that falls.** After the exchange, the first k + 1 vectors are a_0, …, a_(k−1), a_(k+1). The recursion gives

new D_(k+1) = D_k ‖π_k(a_(k+1))‖²,

old D_(k+1) = D_k ‖π_k(a_k)‖².

Since D_k > 0, the condition on the projected lengths is the same as new D_(k+1) < (3/4) · old D_(k+1). In the product D_1 D_2 ⋯ D_n only this factor changes and the others are positive, so the product also falls below 3/4 of its value.

**Adding multiples of earlier vectors.** Replace a_i by a_i + c a_l with l < i and c now a number. For j ≤ i nothing in G_j changes. For j > i, c times row l is added to row i, and then the same is done with the columns, which leaves the determinant alone.

In your cell D_1 goes from 16 to 2 while D_2, the squared area, stays at 16. The product drops from 256 to 32. The squared perpendicular length you saw growing is D_2/D_1, which must rise when D_1 falls at fixed area. The product still goes down because the first residual length enters both D_1 and D_2, the second only D_2.

### Reading the Lean statement

`E` is a finite-dimensional real inner-product space, and `a : ℕ → E` is a sequence whose first `n` entries are the basis vectors. The determinant D_j is `gramDet a j`, π_k(x) is `projOut a k x`, and `swapNext a k` is the sequence after the exchange.

The main theorem, `swap_gramDet`, has three hypotheses: `hk` places both vectors within the basis, `hind` states independence, and `hgap` is the inequality on projected squared lengths. Its conclusion has two parts, the equality for every `j ≠ k + 1` and the strict inequality for D_(k+1). The smallest case is your cell, with n = 2 and k = 0, where nothing is projected out.

Counting starts at 0. A text that counts vectors from 1 calls the changing determinant D_k when it exchanges its k-th and (k+1)-th vectors; here it is D_(k+1). The name `gramPotential` stands for the product D_1 ⋯ D_n, a measure of progress and not an energy. Some texts stop the product at D_(n−1), which makes no difference to the ratio because D_n is fixed.

The number 3/4 is a chosen threshold: an exchange is made only if it shortens the projected length at position k to less than √3/2, about 0.87, of its former value. `gramDet_swapNext_lt_iff` gives the equivalence for any real factor `δ`, and needs only the first `k` vectors to be independent. `gramDet_sizeReduce` allows any real coefficient `c`; a lattice program must take an integer to keep the same lattice.

Reduced cells are useful in periodic simulations and electronic-structure calculations, for instance when searching for near periodic images, but the theorems concern single steps of the reduction and give no bound on the final cell's vectors. To conclude that only finitely many exchanges occur, one also needs a positive lower bound on the product along the whole run. That bound comes from the discreteness of the lattice, which is an additional argument and no part of the Lean development.

```lean
import Mathlib

open Matrix

noncomputable section

namespace LatticeBasisSwap

variable {E : Type*} [NormedAddCommGroup E] [InnerProductSpace ℝ E] [FiniteDimensional ℝ E]

/-- The Gram determinant `D_j` of the first `j` vectors `a 0, ..., a (j-1)`. -/
def gramDet (a : ℕ → E) (j : ℕ) : ℝ :=
  (Matrix.of fun i l : Fin j => inner ℝ (a i) (a l)).det

/-- The part of `x` that remains after projecting out `a 0, ..., a (k-1)`. -/
def projOut (a : ℕ → E) (k : ℕ) (x : E) : E :=
  x - (Submodule.span ℝ (Set.range fun i : Fin k => a i)).starProjection x

/-- The sequence of vectors with `a k` and `a (k+1)` exchanged. -/
def swapNext (a : ℕ → E) (k : ℕ) : ℕ → E := fun i => a (Equiv.swap k (k + 1) i)

/-- The product `D_1 D_2 ... D_n` of the leading Gram determinants. -/
def gramPotential (a : ℕ → E) (n : ℕ) : ℝ := ∏ j ∈ Finset.range n, gramDet a (j + 1)

/-- Adding one more vector multiplies the Gram determinant by the squared norm of the part of
that vector orthogonal to all earlier ones. -/
theorem gramDet_succ (a : ℕ → E) (j : ℕ) :
    gramDet a (j + 1) = gramDet a j * ‖projOut a j (a j)‖ ^ 2 := by
  obtain ⟨r, hr⟩ : ∃ r, r = projOut a j (a j) := ⟨_, rfl⟩
  rw [← hr]
  have hmem : a j - r ∈ Submodule.span ℝ (Set.range fun i : Fin j => a i) := by
    rw [hr, projOut, sub_sub_cancel]
    exact Submodule.starProjection_apply_mem _ _
  have horth : ∀ y ∈ Submodule.span ℝ (Set.range fun i : Fin j => a i), inner ℝ r y = 0 := by
    intro y hy
    rw [hr]
    exact Submodule.inner_left_of_mem_orthogonal hy
      (Submodule.sub_starProjection_mem_orthogonal _)
  -- the last vector is a combination of the earlier ones plus the orthogonal part `r`
  obtain ⟨c, hc⟩ := (Submodule.mem_span_range_iff_exists_fun ℝ).1 hmem
  have ha : a j = ∑ i : Fin j, c i • a i + r := sub_eq_iff_eq_add.1 hc.symm
  have hrow : ∀ y, ∑ i : Fin j, c i * inner ℝ (a i) y + inner ℝ r y = inner ℝ (a j) y := by
    intro y
    conv_rhs => rw [ha]
    rw [inner_add_left, sum_inner]
    simp only [real_inner_smul_left]
  have hrr : inner ℝ r (a j) = ‖r‖ ^ 2 := by
    have h := horth _ hmem
    rw [inner_sub_right, real_inner_self_eq_norm_sq] at h
    linarith
  -- block triangular factorisation of the larger Gram matrix
  have hfac : (Matrix.of fun i l : Fin (j + 1) => inner ℝ (a i) (a l)).submatrix
      (finSumFinEquiv : Fin j ⊕ Fin 1 ≃ Fin (j + 1)) finSumFinEquiv =
      fromBlocks (1 : Matrix (Fin j) (Fin j) ℝ) 0 (Matrix.of fun _ i => c i)
        (1 : Matrix (Fin 1) (Fin 1) ℝ) *
      fromBlocks (Matrix.of fun i l : Fin j => inner ℝ (a i) (a l))
        (Matrix.of fun i _ => inner ℝ (a i) (a j)) 0 (Matrix.of fun _ _ => ‖r‖ ^ 2) := by
    rw [fromBlocks_multiply]
    ext (i | i) (l | l)
    · simp
    · simp
    · have h := hrow (a l)
      rw [horth _ (Submodule.subset_span ⟨l, rfl⟩), add_zero] at h
      simpa [Matrix.mul_apply] using h.symm
    · have h := hrow (a j)
      rw [hrr] at h
      simpa [Matrix.mul_apply] using h.symm
  unfold gramDet
  rw [← det_submatrix_equiv_self (finSumFinEquiv : Fin j ⊕ Fin 1 ≃ Fin (j + 1)), hfac,
    det_mul, det_fromBlocks_zero₁₂, det_fromBlocks_zero₂₁]
  simp

/-- The Gram determinant of linearly independent vectors is positive. -/
theorem gramDet_pos (a : ℕ → E) (j : ℕ) (h : LinearIndependent ℝ fun i : Fin j => a i) :
    0 < gramDet a j := by
  induction j with
  | zero => simp [gramDet]
  | succ j ih =>
    obtain ⟨h1, h2⟩ := linearIndependent_finSucc'.1 h
    rw [gramDet_succ]
    refine mul_pos (ih h1) (pow_pos (norm_pos_iff.2 fun h0 => h2 ?_) 2)
    -- a vanishing orthogonal part would put `a j` in the span of the earlier vectors
    have h3 : a j = _ := sub_eq_zero.1 h0
    change a j ∈ Submodule.span ℝ (Set.range fun i : Fin j => a i)
    rw [h3]
    exact Submodule.starProjection_apply_mem _ _

omit [FiniteDimensional ℝ E] in
/-- Exchanging `a k` and `a (k+1)` leaves every Gram determinant `D_j` with `j ≠ k+1`
unchanged. -/
theorem gramDet_swapNext_of_ne (a : ℕ → E) {j k : ℕ} (h : j ≠ k + 1) :
    gramDet (swapNext a k) j = gramDet a j := by
  rcases lt_or_gt_of_ne h with hj | hj
  · -- neither exchanged vector is among the first `j`
    have hs : ∀ i : Fin j, swapNext a k i = a i := by
      intro i
      have := i.isLt
      unfold swapNext
      rw [Equiv.swap_apply_of_ne_of_ne (by omega) (by omega)]
    simp only [gramDet, hs]
  · -- both are, and the Gram matrix is merely relabelled
    let σ : Equiv.Perm (Fin j) := Equiv.swap ⟨k, by omega⟩ ⟨k + 1, hj⟩
    have hs : ∀ i : Fin j, swapNext a k i = a (σ i) := by
      intro i
      simp only [swapNext, σ, Equiv.swap_apply_def, Fin.ext_iff]
      split_ifs <;> rfl
    unfold gramDet
    rw [← det_submatrix_equiv_self σ (Matrix.of fun i l : Fin j => inner ℝ (a i) (a l))]
    congr 1
    ext i l
    simp only [Matrix.of_apply, Matrix.submatrix_apply, hs]

/-- After the exchange, `D_(k+1)` is `D_k` times the squared norm of `a (k+1)` with
`a 0, ..., a (k-1)` projected out. -/
theorem gramDet_swapNext (a : ℕ → E) (k : ℕ) :
    gramDet (swapNext a k) (k + 1) = gramDet a k * ‖projOut a k (a (k + 1))‖ ^ 2 := by
  have hf : (fun i : Fin k => swapNext a k i) = fun i : Fin k => a i := by
    funext i
    have := i.isLt
    unfold swapNext
    rw [Equiv.swap_apply_of_ne_of_ne (by omega) (by omega)]
  have hk : swapNext a k k = a (k + 1) := by simp [swapNext]
  -- equal families of vectors have the same projection onto their span
  have hcongr : ∀ f g : Fin k → E, f = g → ∀ x : E,
      x - (Submodule.span ℝ (Set.range f)).starProjection x =
        x - (Submodule.span ℝ (Set.range g)).starProjection x := by
    intro f g hfg x
    subst hfg
    rfl
  have hproj : projOut (swapNext a k) k (a (k + 1)) = projOut a k (a (k + 1)) :=
    hcongr _ _ hf _
  rw [gramDet_succ, gramDet_swapNext_of_ne a (by omega), hk, hproj]

/-- If `a 0, ..., a (k-1)` are independent, the exchange brings `D_(k+1)` below `δ` times its old
value exactly when the projected squared norm of `a (k+1)` is below `δ` times that of `a k`. -/
theorem gramDet_swapNext_lt_iff (a : ℕ → E) (k : ℕ) (δ : ℝ)
    (h : LinearIndependent ℝ fun i : Fin k => a i) :
    gramDet (swapNext a k) (k + 1) < δ * gramDet a (k + 1) ↔
      ‖projOut a k (a (k + 1))‖ ^ 2 < δ * ‖projOut a k (a k)‖ ^ 2 := by
  have hp := gramDet_pos a k h
  rw [gramDet_swapNext, gramDet_succ, mul_left_comm]
  exact ⟨fun h => lt_of_mul_lt_mul_left h hp.le, fun h => mul_lt_mul_of_pos_left h hp⟩

/-- Let `k+1 < n`, let `a 0, ..., a (n-1)` be independent, and let projecting out
`a 0, ..., a (k-1)` leave `a (k+1)` with squared norm below 3/4 that of `a k`. Exchanging these two
vectors preserves `D_j` for `j ≠ k+1` and multiplies `D_(k+1)` by less than 3/4. -/
theorem swap_gramDet (a : ℕ → E) {n k : ℕ} (hk : k + 1 < n)
    (hind : LinearIndependent ℝ fun i : Fin n => a i)
    (hgap : ‖projOut a k (a (k + 1))‖ ^ 2 < 3 / 4 * ‖projOut a k (a k)‖ ^ 2) :
    (∀ j, j ≠ k + 1 → gramDet (swapNext a k) j = gramDet a j) ∧
      gramDet (swapNext a k) (k + 1) < 3 / 4 * gramDet a (k + 1) := by
  have hkn : k ≤ n := by omega
  exact ⟨fun j hj => gramDet_swapNext_of_ne a hj, (gramDet_swapNext_lt_iff a k _
    (hind.comp (Fin.castLE hkn) (Fin.castLE_injective hkn))).2 hgap⟩

/-- Under the hypotheses of `swap_gramDet`, exchanging `a k` and `a (k+1)` multiplies the product
`D_1 D_2 ... D_n` by less than 3/4. -/
theorem swap_gramPotential (a : ℕ → E) {n k : ℕ} (hk : k + 1 < n)
    (hind : LinearIndependent ℝ fun i : Fin n => a i)
    (hgap : ‖projOut a k (a (k + 1))‖ ^ 2 < 3 / 4 * ‖projOut a k (a k)‖ ^ 2) :
    gramPotential (swapNext a k) n < 3 / 4 * gramPotential a n := by
  obtain ⟨hsame, hlt⟩ := swap_gramDet a hk hind hgap
  have hkm : k ∈ Finset.range n := Finset.mem_range.2 (by omega)
  have he : ∏ j ∈ (Finset.range n).erase k, gramDet (swapNext a k) (j + 1) =
      ∏ j ∈ (Finset.range n).erase k, gramDet a (j + 1) :=
    Finset.prod_congr rfl fun j hj => hsame _ (by
      have := Finset.ne_of_mem_erase hj
      omega)
  have hpos : 0 < ∏ j ∈ (Finset.range n).erase k, gramDet a (j + 1) := by
    refine Finset.prod_pos fun j hj => gramDet_pos a _ ?_
    have hjn : j + 1 ≤ n := Finset.mem_range.1 (Finset.mem_of_mem_erase hj)
    exact hind.comp (Fin.castLE hjn) (Fin.castLE_injective hjn)
  -- only the factor `D_(k+1)` changes
  unfold gramPotential
  rw [← Finset.mul_prod_erase (Finset.range n) (fun j => gramDet (swapNext a k) (j + 1)) hkm,
    ← Finset.mul_prod_erase (Finset.range n) (fun j => gramDet a (j + 1)) hkm, he, ← mul_assoc]
  exact mul_lt_mul_of_pos_right hlt hpos

omit [FiniteDimensional ℝ E] in
/-- Size reduction, which adds a multiple of an earlier vector `a l` to `a i`, preserves every
Gram determinant `D_j`. -/
theorem gramDet_sizeReduce (a : ℕ → E) {i l : ℕ} (hli : l < i) (c : ℝ) (j : ℕ) :
    gramDet (Function.update a i (a i + c • a l)) j = gramDet a j := by
  by_cases hj : i < j
  · obtain ⟨p, rfl⟩ : ∃ p : Fin j, (p : ℕ) = i := ⟨⟨i, hj⟩, rfl⟩
    obtain ⟨q, rfl⟩ : ∃ q : Fin j, (q : ℕ) = l := ⟨⟨l, hli.trans hj⟩, rfl⟩
    have hpq : p ≠ q := by
      rintro rfl
      exact lt_irrefl _ hli
    have hb : ∀ s : Fin j, Function.update a p (a p + c • a q) s =
        if s = p then a p + c • a q else a s := by
      intro s
      by_cases h : s = p
      · simp [h]
      · simp [h, Fin.val_inj]
    obtain ⟨G, hG⟩ : ∃ G : Matrix (Fin j) (Fin j) ℝ,
      G = Matrix.of fun s t : Fin j => inner ℝ (a s) (a t) := ⟨_, rfl⟩
    have hG' : ∀ s t, G s t = inner ℝ (a s) (a t) := fun s t => by rw [hG, Matrix.of_apply]
    -- one row operation and one column operation
    have h1 := det_updateRow_add_smul_self G hpq c
    have h2 := det_updateCol_add_smul_self (G.updateRow p (G p + c • G q)) hpq c
    unfold gramDet
    rw [← hG]
    refine Eq.trans (congrArg Matrix.det ?_) (h2.trans h1)
    ext s t
    simp only [Matrix.of_apply, hb, updateCol_apply, updateRow_apply]
    split_ifs <;> simp only [Pi.add_apply, Pi.smul_apply, smul_eq_mul, hG', inner_add_left,
      inner_add_right, real_inner_smul_left, real_inner_smul_right]
    ring
  · have hs : ∀ s : Fin j, Function.update a i (a i + c • a l) s = a s := by
      intro s
      have := s.isLt
      exact Function.update_of_ne (by omega) _ _
    simp only [gramDet, hs]

end LatticeBasisSwap
```

```lean
#print axioms LatticeBasisSwap.swap_gramDet
-- 'LatticeBasisSwap.swap_gramDet' depends on axioms: [propext, Classical.choice, Quot.sound]
#print axioms LatticeBasisSwap.swap_gramPotential
-- 'LatticeBasisSwap.swap_gramPotential' depends on axioms: [propext, Classical.choice, Quot.sound]
#print axioms LatticeBasisSwap.gramDet_sizeReduce
-- 'LatticeBasisSwap.gramDet_sizeReduce' depends on axioms: [propext, Classical.choice, Quot.sound]
```

### From the block factorisation to the exchange

`gramDet_succ` is the recursion. In its proof, `hmem` and `horth` say that a_j − r lies in the span of the earlier vectors and that r is orthogonal to that span. The coefficients `c` come from membership in the span, `hrow` and `hrr` supply the inner-product equations, and `hfac` is the block factorisation. The determinant lemmas for block triangular matrices then finish the calculation.

`gramDet_pos` is the induction for positivity: if the residual vector vanished, a_j would lie in the span of its predecessors, against independence. `gramDet_swapNext_of_ne` splits j ≠ k + 1 into the two cases above. `gramDet_swapNext` applies the recursion to the exchanged sequence, after checking that its first k vectors, and hence the projection, are the old ones.

`gramDet_swapNext_lt_iff` cancels the positive factor D_k. `swap_gramDet` restricts independence from n vectors to the first k and sets δ = 3/4. For the product, `swap_gramPotential` separates the changing factor with `Finset.mul_prod_erase` and multiplies the strict inequality by the positive remainder. In `gramDet_sizeReduce`, the row and column steps are `det_updateRow_add_smul_self` and `det_updateCol_add_smul_self`.

### One relabelling lemma, used twice

The Mathlib lemma `det_submatrix_equiv_self` says that a determinant is unchanged when rows and columns are relabelled by the same bijection. It does two different jobs here.

In the recursion it changes the type of the labels. The rows of G_(j+1) are labelled by `Fin (j + 1)`, whereas the block matrix built by `fromBlocks` has labels in `Fin j ⊕ Fin 1`, the earlier vectors and the last one. The bijection `finSumFinEquiv` translates between them, so the determinant of the blocks is the determinant of the original matrix.

In the exchange, the bijection is the permutation `σ` of the first j labels that swaps k and k + 1. Relabelling only the rows would reverse the sign of the determinant; relabelling both sides preserves it. This is the cancellation of signs in the derivation, and it gives the equality for every j > k + 1 without expanding a determinant.
